# For a symmetric invertible collision matrix, the Krylov order needed to solve the linearised phonon Boltzmann equation is the number of distinct excited relaxation rates

An unpreconditioned conjugate-gradient solver for the linearised phonon Boltzmann equation multiplies the collision matrix into one vector per iteration. Started from zero, its $k$-th iterate is a combination of the driving vector and its images under the first $k-1$ powers of the matrix. The solver can return the exact solution at step $k$ only if the solution is such a combination.

## Counting the rates that the driving vector excites

Let $O$ be a real symmetric invertible matrix over a finite set of phonon modes, and let $b$ be the driving vector, which in a thermal-conductivity calculation comes from the temperature gradient. The equation to solve is $Ox=b$, where $x$ is the deviation from equilibrium, in a basis scaled so that without driving a uniform deviation obeys $\dot x=-Ox$. The Krylov space of order $k$ is

$$K_k=\operatorname{span}\{b,Ob,\ldots,O^{k-1}b\},\qquad K_0=\{0\}.$$

The eigenvalues of $O$ are the relaxation rates. A rate $\mu$ is excited by $b$ if some vector $v$ with $Ov=\mu v$ has $v\cdot b\neq0$, that is, if $b$ has a nonzero component in the eigenspace of $\mu$. With $m_b$ the number of distinct excited rates,

$$O^{-1}b\in K_k\iff m_b\le k.$$

If $O$ is positive definite and $b$ has a component in every eigenspace, $m_b$ is the number $m$ of distinct eigenvalues of $O$. Crystal symmetry often rules this case out for a thermal driving vector: an eigenspace that is orthogonal to $b$ by symmetry is not excited, and then $m_b<m$. For $k=1$ the statement says that $O^{-1}b=\tau b$ for some number $\tau$ exactly when at most one rate is excited.

## Where a conjugate-gradient solve can end

For positive definite $O$ and a zero initial guess, the conjugate-gradient iterate minimises the energy norm of the error over $K_k$. Without rounding, it therefore reaches the solution at the first $k$ for which $K_k$ contains it, which is $k=m_b$. With a nonzero initial guess $x_0$, the same count applies to the correction $x-x_0$, with $b$ replaced by the initial residual $b-Ox_0$.

Degenerate rates count once, and rates without overlap with $b$ do not count at all. For lattice thermal conductivity from a linearised equation on a finite mode grid, this fixes the number of steps that an unpreconditioned conjugate-gradient solve takes in exact arithmetic. It does not say how soon an iterate meets a tolerance.

The number $\tau$ above is common to all modes. The relaxation-time approximation with a separate lifetime for each mode is a different approximation, and the criterion $m_b\le1$ does not test it.

## From Krylov vectors to roots of a polynomial

**Polynomials.** A combination $\sum_{j<k}c_jO^jb$ is $p(O)b$ with $p(X)=\sum_{j<k}c_jX^j$. So $K_k$ consists of the vectors $p(O)b$ with $\deg p<k$, where the zero polynomial has degree $-\infty$.

**Overlaps.** Let $Ov=\mu v$. Since $O$ is symmetric,

$$v\cdot O^{j+1}b=(Ov)\cdot O^jb=\mu\,(v\cdot O^jb),$$

so $v\cdot O^jb=\mu^j(v\cdot b)$ by induction. Summing over the terms of $p$ gives

$$v\cdot p(O)b=p(\mu)\,(v\cdot b).$$

**Finiteness.** Let $\chi$ be the characteristic polynomial of $O$. By Cayley–Hamilton $\chi(O)=0$, so $\chi(\mu)(v\cdot b)=0$. Every excited rate is thus a root of $\chi$, and there are finitely many.

**Fewer than $m_b$ vectors do not suffice.** Suppose $O^{-1}b=p(O)b$ with $\deg p<k$. Multiplying by $O$ gives $b=O\,p(O)b$. Taking the overlap with an eigenvector of an excited rate $\mu$ gives

$$v\cdot b=\mu p(\mu)\,(v\cdot b),\qquad\text{hence}\qquad 1-\mu p(\mu)=0.$$

The polynomial $1-Xp(X)$ has degree at most $k$ and equals $1$ at $X=0$, so it is not zero and has at most $k$ roots. All excited rates are among them, so $m_b\le k$.

**$m_b$ vectors suffice.** Let $m_b\le k$ and let $q(X)=\prod_\mu(X-\mu)$ over the excited rates, with $q=1$ if there are none. For any eigenvector $v$ of rate $\mu$,

$$v\cdot q(O)b=q(\mu)(v\cdot b)=0,$$

because either $v\cdot b=0$ or $\mu$ is excited and $q(\mu)=0$. The eigenvectors of a symmetric matrix span the whole space, so $q(O)b=0$.

Since $O$ is invertible, no rate is zero, and $c=q(0)\neq0$. Write $q(X)=Xs(X)+c$. Then $O\,s(O)b+cb=0$, and applying $O^{-1}$ gives

$$O^{-1}b=-\frac1c\,s(O)b.$$

If $q$ is constant, $s=0$; otherwise $\deg s=m_b-1$. In both cases $\deg s<k$ or $s=0$, so the solution is in $K_k$.

## The count in Lean

```lean
import Mathlib

open Polynomial
open scoped Matrix

namespace PhononKrylov

variable {n : Type*} [Fintype n] [DecidableEq n]

/-- The Krylov space spanned by `b, O b, ..., O^(k-1) b`. -/
def krylov (O : Matrix n n ℝ) (b : n → ℝ) (k : ℕ) : Submodule ℝ (n → ℝ) :=
  Submodule.span ℝ (Set.range fun j : Fin k => (O ^ (j : ℕ)) *ᵥ b)

/-- The distinct relaxation rates: the eigenvalues of the collision matrix `O`. -/
def relaxationRates (O : Matrix n n ℝ) : Set ℝ :=
  {μ | ∃ v : n → ℝ, v ≠ 0 ∧ O *ᵥ v = μ • v}

/-- The rates excited by the driving vector `b`: those for which some eigenvector of `O`
has nonzero overlap with `b`. -/
def excitedRates (O : Matrix n n ℝ) (b : n → ℝ) : Set ℝ :=
  {μ | ∃ v : n → ℝ, O *ᵥ v = μ • v ∧ v ⬝ᵥ b ≠ 0}

/-- The Krylov space of order `k` consists of the vectors `p(O) b` with `p` a polynomial of
degree less than `k`. -/
theorem mem_krylov_iff (O : Matrix n n ℝ) (b x : n → ℝ) (k : ℕ) :
    x ∈ krylov O b k ↔ ∃ p : ℝ[X], p.degree < k ∧ x = aeval O p *ᵥ b := by
  constructor
  · intro hx
    obtain ⟨c, rfl⟩ := (Submodule.mem_span_range_iff_exists_fun ℝ).1 hx
    refine ⟨∑ i : Fin k, C (c i) * X ^ (i : ℕ), degree_sum_fin_lt c, ?_⟩
    have hsum := map_sum (Matrix.mulVec.addMonoidHomLeft b)
      (fun i : Fin k => c i • O ^ (i : ℕ)) Finset.univ
    have hp : aeval O (∑ i : Fin k, C (c i) * X ^ (i : ℕ))
        = ∑ i : Fin k, c i • O ^ (i : ℕ) := by
      simp [map_sum, Algebra.smul_def]
    rw [hp]
    refine Eq.trans ?_ hsum.symm
    exact Finset.sum_congr rfl fun i _ => (Matrix.smul_mulVec (c i) (O ^ (i : ℕ)) b).symm
  · rintro ⟨p, hp, rfl⟩
    have hsum := map_sum (Matrix.mulVec.addMonoidHomLeft b)
      (fun i : ℕ => p.coeff i • O ^ i) (Finset.range (p.natDegree + 1))
    rw [aeval_eq_sum_range]
    refine (congrArg (· ∈ krylov O b k) hsum).mpr ?_
    refine Submodule.sum_mem _ fun i _ => ?_
    change (p.coeff i • O ^ i) *ᵥ b ∈ krylov O b k
    rw [Matrix.smul_mulVec]
    by_cases hi : i < k
    · exact Submodule.smul_mem _ _ (Submodule.subset_span ⟨⟨i, hi⟩, rfl⟩)
    · have h0 : p.coeff i = 0 :=
        coeff_eq_zero_of_degree_lt (hp.trans_le (by exact_mod_cast not_lt.1 hi))
      rw [h0, zero_smul]
      exact Submodule.zero_mem _

/-- For symmetric `O`, the overlap of `p(O) b` with an eigenvector of rate `μ` is `p(μ)` times
the overlap of `b` with it. -/
theorem overlap_polynomial {O : Matrix n n ℝ} (hO : O.IsSymm) {μ : ℝ} {v : n → ℝ}
    (hv : O *ᵥ v = μ • v) (b : n → ℝ) (p : ℝ[X]) :
    v ⬝ᵥ (aeval O p *ᵥ b) = p.eval μ * (v ⬝ᵥ b) := by
  have hpow : ∀ j : ℕ, v ⬝ᵥ ((O ^ j) *ᵥ b) = μ ^ j * (v ⬝ᵥ b) := by
    intro j
    induction j with
    | zero => simp
    | succ j ih =>
      -- symmetry lets one factor of O act on the eigenvector
      rw [pow_succ', ← Matrix.mulVec_mulVec, Matrix.dotProduct_mulVec,
        ← Matrix.mulVec_transpose, hO.eq, hv, smul_dotProduct, ih, smul_eq_mul]
      ring
  induction p using Polynomial.induction_on' with
  | add p q hp hq =>
    rw [map_add, Matrix.add_mulVec, dotProduct_add, hp, hq, eval_add]
    ring
  | monomial j a =>
    rw [aeval_monomial, ← Algebra.smul_def, Matrix.smul_mulVec, dotProduct_smul, hpow,
      eval_monomial, smul_eq_mul]
    ring

/-- Completeness of the relaxation modes: a vector orthogonal to every eigenvector of a
symmetric matrix is zero. -/
theorem eq_zero_of_no_overlap {O : Matrix n n ℝ} (hO : O.IsSymm) {w : n → ℝ}
    (h : ∀ (μ : ℝ) (v : n → ℝ), O *ᵥ v = μ • v → v ⬝ᵥ w = 0) : w = 0 := by
  have hH : O.IsHermitian := (Matrix.conjTranspose_eq_transpose_of_trivial O).trans hO.eq
  have h0 : WithLp.toLp 2 w = (0 : EuclideanSpace ℝ n) := by
    apply hH.eigenvectorBasis.repr.injective
    ext j
    have hj := h _ _ (hH.mulVec_eigenvectorBasis j)
    rw [map_zero, OrthonormalBasis.repr_apply_apply,
      EuclideanSpace.inner_eq_star_dotProduct, star_trivial, dotProduct_comm]
    exact hj
  exact congrArg WithLp.ofLp h0

/-- A driving vector excites only finitely many distinct rates of a symmetric matrix. -/
theorem excitedRates_finite {O : Matrix n n ℝ} (hO : O.IsSymm) (b : n → ℝ) :
    (excitedRates O b).Finite := by
  refine O.charpoly.roots.toFinset.finite_toSet.subset ?_
  rintro μ ⟨v, hv, hvb⟩
  -- Cayley-Hamilton, seen through the overlap with v
  have h := overlap_polynomial hO hv b O.charpoly
  rw [Matrix.aeval_self_charpoly, Matrix.zero_mulVec, dotProduct_zero] at h
  have hr : O.charpoly.eval μ = 0 := (mul_eq_zero.1 h.symm).resolve_right hvb
  exact Multiset.mem_toFinset.2 ((mem_roots O.charpoly_monic.ne_zero).2 hr)

/-- For a symmetric invertible collision matrix, the solution `O⁻¹ b` lies in the Krylov space
of order `k` exactly when `b` excites at most `k` distinct relaxation rates. -/
theorem solution_mem_krylov_iff {O : Matrix n n ℝ} (hO : O.IsSymm) (hdet : IsUnit O.det)
    (b : n → ℝ) (k : ℕ) :
    O⁻¹ *ᵥ b ∈ krylov O b k ↔ (excitedRates O b).ncard ≤ k := by
  have hinv : ∀ w : n → ℝ, O⁻¹ *ᵥ (O *ᵥ w) = w := fun w => by
    rw [Matrix.mulVec_mulVec, Matrix.nonsing_inv_mul _ hdet, Matrix.one_mulVec]
  constructor
  · intro hmem
    obtain ⟨p, hp, h⟩ := (mem_krylov_iff O b _ k).1 hmem
    have hb : aeval O (X * p) *ᵥ b = b := by
      rw [map_mul, aeval_X, ← Matrix.mulVec_mulVec, ← h, Matrix.mulVec_mulVec,
        Matrix.mul_nonsing_inv _ hdet, Matrix.one_mulVec]
    -- the residual polynomial 1 - X p vanishes at every excited rate
    have hq : (1 - X * p : ℝ[X]) ≠ 0 := fun h0 => by
      simpa using congrArg (eval 0) h0
    have hsub : excitedRates O b ⊆ ((1 - X * p : ℝ[X]).roots.toFinset : Set ℝ) := by
      rintro μ ⟨v, hv, hvb⟩
      have h1 := overlap_polynomial hO hv b (X * p)
      rw [hb] at h1
      have h2 : (X * p).eval μ = 1 := mul_right_cancel₀ hvb (by rw [← h1, one_mul])
      refine Multiset.mem_toFinset.2 ((mem_roots hq).2 ?_)
      rw [IsRoot.def, eval_sub, h2, eval_one, sub_self]
    have hdeg : (1 - X * p : ℝ[X]).natDegree ≤ k := by
      rw [natDegree_le_iff_coeff_eq_zero]
      rintro (_ | j) hj
      · omega
      · have h0 : p.coeff j = 0 :=
          coeff_eq_zero_of_degree_lt (hp.trans_le (by exact_mod_cast Nat.lt_succ_iff.1 hj))
        simp [coeff_one, coeff_X_mul, h0]
    have hcard := Set.ncard_le_ncard hsub (Finset.finite_toSet _)
    rw [Set.ncard_coe_finset] at hcard
    exact hcard.trans ((Multiset.toFinset_card_le _).trans ((card_roots' _).trans hdeg))
  · intro hk
    -- a polynomial that vanishes at the excited rates but not at zero
    obtain ⟨q, hdeg, hroot, hc⟩ : ∃ q : ℝ[X], q.natDegree ≤ k ∧
        (∀ μ ∈ excitedRates O b, q.eval μ = 0) ∧ q.coeff 0 ≠ 0 := by
      obtain ⟨s, hs⟩ := (excitedRates_finite hO b).exists_finset_coe
      rw [← hs, Set.ncard_coe_finset] at hk
      refine ⟨∏ μ ∈ s, (X - C μ), (natDegree_prod_le _ _).trans (by simpa using hk), ?_, ?_⟩
      · intro μ hμ
        rw [← hs] at hμ
        rw [eval_prod]
        exact Finset.prod_eq_zero (Finset.mem_coe.1 hμ) (by simp)
      · rw [coeff_zero_eq_eval_zero, eval_prod, Finset.prod_ne_zero_iff]
        intro μ hμ h0
        have hμ0 : μ = 0 := by simpa using h0
        have hex : μ ∈ excitedRates O b := hs ▸ Finset.mem_coe.2 hμ
        obtain ⟨v, hv, hvb⟩ := hex
        apply hvb
        rw [← hinv v, hv, hμ0, zero_smul, Matrix.mulVec_zero, zero_dotProduct]
    have hqb : aeval O q *ᵥ b = 0 := by
      refine eq_zero_of_no_overlap hO fun μ v hv => ?_
      rw [overlap_polynomial hO hv]
      by_cases hvb : v ⬝ᵥ b = 0
      · rw [hvb, mul_zero]
      · rw [hroot μ ⟨v, hv, hvb⟩, zero_mul]
    -- split off the constant term and apply the inverse
    have hsplit : q = X * q.divX + C (q.coeff 0) := by
      linear_combination -(divX_mul_X_add q)
    rw [hsplit, map_add, map_mul, aeval_X, aeval_C, Matrix.add_mulVec,
      ← Matrix.mulVec_mulVec, Algebra.algebraMap_eq_smul_one, Matrix.smul_mulVec,
      Matrix.one_mulVec] at hqb
    have h2 := congrArg (fun w => O⁻¹ *ᵥ w) hqb
    simp only [Matrix.mulVec_add, Matrix.mulVec_smul, Matrix.mulVec_zero, hinv] at h2
    have h3 : O⁻¹ *ᵥ b = (-(q.coeff 0)⁻¹) • (aeval O q.divX *ᵥ b) := by
      rw [eq_neg_of_add_eq_zero_left h2, neg_smul, smul_neg, neg_neg, smul_smul,
        inv_mul_cancel₀ hc, one_smul]
    rw [h3]
    refine Submodule.smul_mem _ _ ((mem_krylov_iff O b _ k).2 ⟨q.divX, ?_, rfl⟩)
    rw [degree_lt_iff_coeff_zero]
    intro j hj
    rw [coeff_divX]
    exact coeff_eq_zero_of_natDegree_lt (by omega)

/-- If `O` is symmetric positive definite and `b` has a nonzero component in every eigenspace,
the Krylov space of order `k` contains `O⁻¹ b` exactly when `k` is at least the number of
distinct relaxation rates. -/
theorem iteration_count_eq_distinct_rates {O : Matrix n n ℝ} (hO : O.PosDef) (b : n → ℝ)
    (hb : relaxationRates O ⊆ excitedRates O b) (k : ℕ) :
    O⁻¹ *ᵥ b ∈ krylov O b k ↔ (relaxationRates O).ncard ≤ k := by
  have hS : O.IsSymm :=
    (Matrix.conjTranspose_eq_transpose_of_trivial O).symm.trans hO.isHermitian.eq
  have hsub : excitedRates O b ⊆ relaxationRates O := by
    rintro μ ⟨v, hv, hvb⟩
    exact ⟨v, fun h0 => hvb (by rw [h0, zero_dotProduct]), hv⟩
  rw [hb.antisymm hsub]
  exact solution_mem_krylov_iff hS hO.det_pos.ne'.isUnit b k

/-- For a symmetric invertible collision matrix, a single relaxation time `τ` gives the exact
solution `O⁻¹ b = τ b` if and only if `b` excites at most one distinct rate. -/
theorem single_relaxation_time_iff {O : Matrix n n ℝ} (hO : O.IsSymm) (hdet : IsUnit O.det)
    (b : n → ℝ) :
    (∃ τ : ℝ, O⁻¹ *ᵥ b = τ • b) ↔ (excitedRates O b).ncard ≤ 1 := by
  rw [← solution_mem_krylov_iff hO hdet b 1, krylov,
    Submodule.mem_span_range_iff_exists_fun]
  constructor
  · rintro ⟨τ, h⟩
    exact ⟨fun _ => τ, by simp [h]⟩
  · rintro ⟨c, h⟩
    exact ⟨c 0, by simpa using h.symm⟩

end PhononKrylov
```

```lean
#print axioms PhononKrylov.solution_mem_krylov_iff
#print axioms PhononKrylov.iteration_count_eq_distinct_rates
#print axioms PhononKrylov.single_relaxation_time_iff
```

```
'PhononKrylov.solution_mem_krylov_iff' depends on axioms: [propext, Classical.choice, Quot.sound]
'PhononKrylov.iteration_count_eq_distinct_rates' depends on axioms: [propext, Classical.choice, Quot.sound]
'PhononKrylov.single_relaxation_time_iff' depends on axioms: [propext, Classical.choice, Quot.sound]
```

## Modes, rates and spans in the statements

The finite type `n` labels the phonon modes, `O : Matrix n n ℝ` is the collision matrix and `b : n → ℝ` the driving vector. The symbol `*ᵥ` is the matrix-vector product and `⬝ᵥ` the real dot product. In `krylov O b k` the exponent runs over `Fin k`, that is, from $0$ to $k-1$.

`relaxationRates O` is the set of eigenvalues, and `excitedRates O b` is the set of those seen by $b$. The latter definition needs no condition `v ≠ 0`, since a zero vector has no overlap. Both are sets, so `ncard` counts distinct values without multiplicity. Lean assigns `ncard` the value zero on infinite sets, which makes `excitedRates_finite` necessary for the count to mean what it says.

`solution_mem_krylov_iff` is the equivalence $O^{-1}b\in K_k\iff m_b\le k$, with `O.IsSymm` for symmetry and `IsUnit O.det` for invertibility. `iteration_count_eq_distinct_rates` assumes `O.PosDef` and, through `hb`, that every rate is excited; its threshold is $m$. `single_relaxation_time_iff` is the statement about one common $\tau$.

## How the lemmas combine

`mem_krylov_iff` translates between span coefficients and polynomial coefficients. `overlap_polynomial` first proves the rule for powers by induction, then extends it to sums of monomials. `eq_zero_of_no_overlap` expresses completeness: it takes Mathlib's orthonormal eigenvector basis and shows that every coordinate of the vector is zero. `excitedRates_finite` combines the overlap rule with Cayley–Hamilton.

In the first half of `solution_mem_krylov_iff`, `hq` says that $1-Xp$ is nonzero, `hsub` places the excited rates among its roots, and `hdeg` bounds its degree by $k$. The bound on the number of roots then gives the inequality.

In the second half, the product $q$ is built together with its degree bound, its roots and its nonzero constant term. To exclude a zero rate, the proof applies $O^{-1}$ to $Ov=0$, which forces $v=0$ and contradicts the overlap. `hqb` is $q(O)b=0$, and `divX` supplies the polynomial $s$ used in `h3` to express the solution.

The positive definite theorem follows by showing that the sets of excited and of all rates coincide. The theorem on one relaxation time is the case $k=1$, where the span contains only multiples of $b$.

## Zero modes, close rates and rounding

Invertibility means that collisions leave no nonzero deviation from equilibrium unchanged. Energy conservation gives an ideal phonon–phonon collision operator a zero mode, so the theorem does not cover the full matrix. It can be applied to the matrix restricted to distributions odd in wavevector, where the thermal driving vector lies, provided that this restriction is invertible. That requires scattering that relaxes crystal momentum. Symmetry is a hypothesis too: a collision matrix in an unscaled basis may need a change of variables first.

The theorems concern membership in a span. They contain no algorithm, so the step from $m_b$ to a conjugate-gradient iteration count rests on the minimisation property quoted above.

Two rates that differ in the last digit count as two, and a rate with a tiny overlap counts as fully as a dominant one. On a dense mode grid $m_b$ can therefore be very large while a much earlier iterate is already accurate enough. In floating point, loss of orthogonality can also push the solver past $m_b$ steps. The count $m_b$ is therefore no substitute for a stopping test, for example on the residual.
